# On a finite probability space the three-body increment of $\log\langle e^{xV}\rangle$ is, at order $x^3$, the joint third central moment

## Two spins and their product

Take two spins $s_1, s_2 = \pm 1$ with four equally likely states, and attach to three fragments the observables $V_0 = s_1$, $V_1 = s_2$, $V_2 = s_1 s_2$. For a set $S$ of fragments and real $x$ let
$$E_x(S) = \log\Big\langle \exp\Big(x\sum_{l\in S} V_l\Big)\Big\rangle ,$$
where $\langle\cdot\rangle$ is the mean over states. One fragment gives $\log\cosh x$. The sum of any two observables takes the values $2, 0, 0, -2$ in some order, so every pair gives $\log\cosh^2 x$. The sum of all three is $3$ once and $-1$ three times, and $(e^{3x}+3e^{-x})/4 = \cosh^3 x + \sinh^3 x$. Define the increments for fragments $i, j, k$ by
$$\Delta_2 = E_x(ij) - E_x(i) - E_x(j),$$
$$\Delta_3 = E_x(ijk) - E_x(ij) - E_x(ik) - E_x(jk) + E_x(i) + E_x(j) + E_x(k).$$
Here every $\Delta_2$ vanishes, while
$$\Delta_3 = \log(\cosh^3 x + \sinh^3 x) - 6\log\cosh x + 3\log\cosh x = \log(1+\tanh^3 x).$$
At $x = 0.5$, $\tanh^3 x = 0.09869$, $\Delta_3 = 0.09412$ and $\Delta_3/x^3 = 0.753$. At $x = 0.1$, $\tanh^3 x = 9.901\times 10^{-4}$ and $\Delta_3/x^3 = 0.9896$. The ratio approaches $\langle V_0V_1V_2\rangle = \langle s_1^2 s_2^2\rangle = 1$. The Lean file below proves the limits for this example, not the closed forms or the decimals.

## The limits for arbitrary observables

Let $\Omega$ be a finite set of states with weights $p_\omega \ge 0$ summing to one, let $V_l$ be real observables, and write $\mu_l = \langle V_l\rangle$ and $\delta V_l = V_l - \mu_l$. For distinct fragments $i, j, k$ and $x \to 0$ through nonzero values,
$$\frac{\Delta_2}{x^2} \to \langle \delta V_i\,\delta V_j\rangle, \qquad \frac{\Delta_3}{x^3} \to \langle \delta V_i\,\delta V_j\,\delta V_k\rangle .$$
If $p$ is a reference Boltzmann distribution at inverse temperature $\beta$ and $\lambda V_l$ is the energy by which fragment $l$ perturbs it, then $x = -\beta\lambda$ and $-E_x(S)/\beta$ is the free-energy change on switching on the cluster $S$. In this finite classical model, with energies strictly additive over fragments, the free energy still has, whenever the joint third central moment is nonzero, a three-body term, $\beta^2\lambda^3\langle\delta V_i\,\delta V_j\,\delta V_k\rangle$ at leading order in $\lambda$, which a fragment expansion truncated at pairs omits.

The derivation expands each cluster to third order. For real $a$ and $|xa| \le 1$ the Taylor remainder obeys
$$\Big|e^{xa} - 1 - xa - \tfrac12 x^2a^2 - \tfrac16 x^3a^3\Big| \le |x|^4a^4 ,$$
which divided by $|x|^3$ tends to zero. For an observable $c$ with $\langle c\rangle = 0$ and moments $m_n = \langle c^n\rangle$, averaging over the finitely many states gives
$$z(x) = \langle e^{xc}\rangle = 1 + \tfrac12 m_2x^2 + \tfrac16 m_3x^3 + o(x^3).$$
For $z > 0$ one has $\log z \le z-1$, and the same inequality at $1/z$ reads $-\log z \le 1/z - 1$. Together,
$$0 \le z - 1 - \log z \le z - 2 + \frac1z = \frac{(z-1)^2}{z}.$$
Since $z - 1$ is of order $x^2$ and $z \to 1$, the bound is of order $x^4$, and $\log z$ has the same quadratic and cubic terms as $z-1$. For a cluster put $c_S = \sum_{l\in S}\delta V_l$, with moments $m_n(S) = \langle c_S^n\rangle$. The factor $\exp(x\sum_{l\in S}\mu_l)$ does not depend on the state and leaves the mean, so
$$E_x(S) = x\sum_{l\in S}\mu_l + \tfrac12 m_2(S)\,x^2 + \tfrac16 m_3(S)\,x^3 + o(x^3).$$
Insert this in the increments and let $u, v, w$ be the values of $\delta V_i, \delta V_j, \delta V_k$ in one state. In $\Delta_2$ the means cancel and $(u+v)^2 - u^2 - v^2 = 2uv$ leaves $x^2\langle uv\rangle$, with a remainder of order $x^3$. In $\Delta_3$ each mean occurs with weight $1 - 2 + 1 = 0$. More generally, every nonconstant monomial that misses one of the three variables cancels: the clusters in which it occurs pair off, with and without the missing fragment, and the two members of a pair carry it with equal coefficients and opposite signs. Hence
$$(u+v+w)^n - (u+v)^n - (u+w)^n - (v+w)^n + u^n + v^n + w^n$$
is $0$ for $n = 2$ and $6uvw$ for $n = 3$, and $\Delta_3 = x^3\langle uvw\rangle + o(x^3)$.

## States, clusters and increments in Lean

```lean
import Mathlib

open Filter Topology Real

namespace CumulantIncrements

noncomputable section
```

A `FinProb Ω` is the list of weights $p_\omega$. Zero weights are allowed, and `total` forces at least one positive weight.

```lean
/-- A probability distribution on a finite set of states. -/
structure FinProb (Ω : Type*) [Fintype Ω] where
  p : Ω → ℝ
  nonneg : ∀ ω, 0 ≤ p ω
  total : ∑ ω, p ω = 1
```

The family `V : ι → Ω → ℝ` assigns to each fragment label a real function of the state; the label type `ι` is arbitrary. All observables are functions on one set, so they commute: a finite-dimensional quantum system is covered when all $V_l$ are diagonal in one basis, with $p_\omega$ the diagonal elements of the reference state in that basis; the free-energy reading above assumes in addition that the reference Hamiltonian is diagonal in the same basis. The weights do not depend on $x$.

```lean
variable {Ω ι : Type*} [Fintype Ω] (P : FinProb Ω) (V : ι → Ω → ℝ)

/-- Ensemble mean of an observable. -/
def mean (W : Ω → ℝ) : ℝ := ∑ ω, P.p ω * W ω

/-- The observable minus its mean. -/
def centred (W : Ω → ℝ) (ω : Ω) : ℝ := W ω - mean P W
```

`Z P W x` is $\langle e^{xW}\rangle$ and `E P V x S` is $E_x(S)$ for a finite set of labels. The sign convention is $+x$ in the exponent, with no factor $-1/\beta$ in front. Additivity of the cluster observable is part of the definition of `E`.

```lean
/-- The mean of `exp (x W)`. -/
def Z (W : Ω → ℝ) (x : ℝ) : ℝ := mean P fun ω => exp (x * W ω)

/-- Cluster function `E_x(S)`: log of the mean of `exp (x ∑_{l ∈ S} V_l)`. -/
def E (x : ℝ) (S : Finset ι) : ℝ := log (Z P (fun ω => ∑ l ∈ S, V l ω) x)
```

`fluct` is $c_S$ and `cmom` is $m_n(S)$.

```lean
/-- Sum of the centred observables of the cluster `S`. -/
def fluct (S : Finset ι) (ω : Ω) : ℝ := ∑ l ∈ S, centred P (V l) ω

/-- The `n`-th moment of the summed centred observables of `S`. -/
def cmom (S : Finset ι) (n : ℕ) : ℝ := mean P fun ω => fluct P V S ω ^ n
```

The increments are $\Delta_2$ and $\Delta_3$ term by term.

```lean
/-- Two-body increment of `E_x` for fragments `i, j`. -/
def incr2 [DecidableEq ι] (x : ℝ) (i j : ι) : ℝ :=
  E P V x {i, j} - E P V x {i} - E P V x {j}

/-- Three-body increment of `E_x` for fragments `i, j, k`. -/
def incr3 [DecidableEq ι] (x : ℝ) (i j k : ι) : ℝ :=
  E P V x {i, j, k} - E P V x {i, j} - E P V x {i, k} - E P V x {j, k}
    + E P V x {i} + E P V x {j} + E P V x {k}
```

## Exponential and logarithm to third order

Every statement of the form $f(x) = Lx^3 + o(x^3)$ is written as convergence of $f(x)/x^3$ to $L$ along `𝓝[≠] 0`, the approach to zero from both sides through nonzero $x$. In `exp_cubic`, `Real.exp_bound` with four terms bounds the remainder by $\frac{5}{96}|xa|^4$ once $|xa| \le 1$; `hc` relaxes the constant to one, and `squeeze_zero_norm'` squeezes the quotient under $|x|a^4$.

```lean
/-- The cubic coefficient of `exp (x a)` at `x = 0` is `a³/6`. -/
theorem exp_cubic (a : ℝ) : Tendsto (fun x => (exp (x * a) - 1 - x * a - x ^ 2 * a ^ 2 / 2) / x ^ 3)
    (𝓝[≠] 0) (𝓝 (a ^ 3 / 6)) := by
  rw [← tendsto_sub_nhds_zero_iff]
  have h0 : Tendsto (fun x : ℝ => x) (𝓝[≠] 0) (𝓝 0) := tendsto_id.mono_left nhdsWithin_le_nhds
  have h1 : Tendsto (fun x : ℝ => |x * a|) (𝓝[≠] 0) (𝓝 0) := by simpa using (h0.mul_const a).abs
  have h2 : Tendsto (fun x : ℝ => |x| * a ^ 4) (𝓝[≠] 0) (𝓝 0) := by
    simpa using h0.abs.mul_const (a ^ 4)
  refine squeeze_zero_norm' ?_ h2
  filter_upwards [(tendsto_order.1 h1).2 1 one_pos, self_mem_nhdsWithin] with x hx hx0
  have hx' : x ≠ 0 := hx0
  have hb := Real.exp_bound hx.le (n := 4) (by norm_num)
  have hs : ∑ m ∈ Finset.range 4, (x * a) ^ m / (m.factorial : ℝ)
      = 1 + x * a + (x * a) ^ 2 / 2 + (x * a) ^ 3 / 6 := by
    norm_num [Finset.sum_range_succ, Nat.factorial]
  have hc : ((Nat.succ 4 : ℕ) : ℝ) / (((4 : ℕ).factorial : ℝ) * ((4 : ℕ) : ℝ)) ≤ 1 := by
    norm_num [Nat.factorial]
  rw [hs] at hb
  have hb' := hb.trans (mul_le_of_le_one_right (by positivity) hc)
  have e : (exp (x * a) - 1 - x * a - x ^ 2 * a ^ 2 / 2) / x ^ 3 - a ^ 3 / 6
      = (exp (x * a) - (1 + x * a + (x * a) ^ 2 / 2 + (x * a) ^ 3 / 6)) / x ^ 3 := by
    field_simp
    ring
  rw [e, Real.norm_eq_abs, abs_div, div_le_iff₀ (abs_pos.2 (pow_ne_zero 3 hx'))]
  refine hb'.trans_eq ?_
  rw [abs_mul, abs_pow, mul_pow, show |a| ^ 4 = (|a| ^ 2) ^ 2 by ring, sq_abs a]
  ring
```

`log_cubic` names the scaled remainder `r`, so that $z = 1 + \frac12 m x^2 + x^3 r$ with $r \to L$, where `m` and `L` are the given coefficients. Steps `l1` and `l2` are the two logarithm inequalities. With $z - 1 = x^2(xr + m/2)$ the bound divided by $|x|^3$ is $|x|(xr + m/2)^2/z$, which `t` sends to zero. Subtracting `hd` from the hypothesis exchanges $z - 1$ for $\log z$.

```lean
/-- If a positive `z` equals `1 + m x²/2 + L x³ + o(x³)`, then `log z = m x²/2 + L x³ + o(x³)`. -/
theorem log_cubic (z : ℝ → ℝ) (m L : ℝ) (hpos : ∀ x, 0 < z x)
    (h : Tendsto (fun x => (z x - 1 - x ^ 2 * m / 2) / x ^ 3) (𝓝[≠] 0) (𝓝 L)) :
    Tendsto (fun x => (log (z x) - x ^ 2 * m / 2) / x ^ 3) (𝓝[≠] 0) (𝓝 L) := by
  have h0 : Tendsto (fun x : ℝ => x) (𝓝[≠] 0) (𝓝 0) := tendsto_id.mono_left nhdsWithin_le_nhds
  obtain ⟨r, hr⟩ : ∃ r : ℝ → ℝ, r = fun x => (z x - 1 - x ^ 2 * m / 2) / x ^ 3 := ⟨_, rfl⟩
  rw [← hr] at h
  have hz : ∀ x, x ≠ 0 → z x = 1 + x ^ 2 * m / 2 + x ^ 3 * r x := by
    intro x hx
    simp only [hr]
    field_simp
    ring
  have t : Tendsto (fun x => |x| * (x * r x + m / 2) ^ 2 / (1 + x ^ 2 * m / 2 + x ^ 3 * r x))
      (𝓝[≠] 0) (𝓝 (|0| * (0 * L + m / 2) ^ 2 / (1 + 0 ^ 2 * m / 2 + 0 ^ 3 * L))) :=
    (h0.abs.mul (((h0.mul h).add_const (m / 2)).pow 2)).div
      (((((h0.pow 2).mul_const m).div_const 2).const_add 1).add ((h0.pow 3).mul h)) (by norm_num)
  rw [abs_zero, zero_mul ((0 * L + m / 2) ^ 2), zero_div] at t
  -- `0 ≤ z - 1 - log z ≤ (z - 1)² / z`, which is of order `x⁴`
  have hd : Tendsto (fun x => (z x - 1 - log (z x)) / x ^ 3) (𝓝[≠] 0) (𝓝 0) := by
    refine squeeze_zero_norm' ?_ t
    filter_upwards [self_mem_nhdsWithin] with x hx
    have hx' : x ≠ 0 := hx
    have hne := (hpos x).ne'
    have l1 := log_le_sub_one_of_pos (hpos x)
    have l2 := log_le_sub_one_of_pos (inv_pos.2 (hpos x))
    rw [log_inv] at l2
    have q : z x - 1 = x ^ 2 * (x * r x + m / 2) := by rw [hz x hx']; ring
    have e1 : |x| * (x * r x + m / 2) ^ 2 / z x * |x| ^ 3
        = (x ^ 2 * (x * r x + m / 2)) ^ 2 / z x := by rw [← sq_abs x]; ring
    have e2 : (z x - 1) ^ 2 / z x = z x - 2 + (z x)⁻¹ := by field_simp; ring
    rw [← hz x hx', Real.norm_eq_abs, abs_div,
      abs_of_nonneg (by linarith : 0 ≤ z x - 1 - log (z x)),
      div_le_iff₀ (abs_pos.2 (pow_ne_zero 3 hx')), abs_pow, e1, ← q, e2]
    linarith
  have := h.sub hd
  rw [sub_zero] at this
  refine this.congr fun x => ?_
  simp only [hr]
  ring
```

## The expansion of one cluster

`Z_pos` finds a state of positive weight, which makes the mean of the exponential positive, as the logarithm steps require. `mean_centred` is $\langle\delta W\rangle = 0$ for any observable $W$.

```lean
/-- The mean of `exp (x W)` is strictly positive. -/
theorem Z_pos (W : Ω → ℝ) (x : ℝ) : 0 < Z P W x := by
  obtain ⟨ω, hω⟩ : ∃ ω, 0 < P.p ω := by
    by_contra h
    have : ∑ ω, P.p ω ≤ 0 := Finset.sum_nonpos fun ω _ => not_lt.1 fun hω => h ⟨ω, hω⟩
    linarith [P.total]
  exact Finset.sum_pos' (fun ω _ => mul_nonneg (P.nonneg ω) (exp_pos _).le)
    ⟨ω, Finset.mem_univ _, mul_pos hω (exp_pos _)⟩

/-- A centred observable has mean zero. -/
theorem mean_centred (W : Ω → ℝ) : mean P (centred P W) = 0 := by
  have hμ : mean P W = ∑ ω, P.p ω * W ω := rfl
  show ∑ ω, P.p ω * (W ω - mean P W) = 0
  simp only [mul_sub, Finset.sum_sub_distrib, ← Finset.sum_mul]
  linear_combination (-(mean P W)) * P.total - hμ
```

`Z_cubic` sums `exp_cubic` over states with weights $p_\omega$. The closing `linear_combination` uses $\sum_\omega p_\omega = 1$ for the constant term and $\langle c\rangle = 0$ for the linear one.

```lean
/-- For `c` of mean zero, `⟨exp (x c)⟩ = 1 + x² ⟨c²⟩/2 + x³ ⟨c³⟩/6 + o(x³)`. -/
theorem Z_cubic (c : Ω → ℝ) (hc : mean P c = 0) :
    Tendsto (fun x => (Z P c x - 1 - x ^ 2 * (mean P fun ω => c ω ^ 2) / 2) / x ^ 3)
      (𝓝[≠] 0) (𝓝 ((mean P fun ω => c ω ^ 3) / 6)) := by
  have hc' : ∑ ω, P.p ω * c ω = 0 := hc
  have key := tendsto_finsetSum Finset.univ fun ω _ => (exp_cubic (c ω)).const_mul (P.p ω)
  have hl : (mean P fun ω => c ω ^ 3) / 6 = ∑ ω, P.p ω * (c ω ^ 3 / 6) := by
    simp only [mean, Finset.sum_div]
    exact Finset.sum_congr rfl fun ω _ => by ring
  rw [hl]
  refine key.congr fun x => ?_
  have e : ∀ ω, P.p ω * ((exp (x * c ω) - 1 - x * c ω - x ^ 2 * c ω ^ 2 / 2) / x ^ 3)
      = P.p ω * exp (x * c ω) * (x ^ 3)⁻¹ - P.p ω * (x ^ 3)⁻¹ - P.p ω * c ω * (x * (x ^ 3)⁻¹)
        - P.p ω * c ω ^ 2 * (x ^ 2 / 2 * (x ^ 3)⁻¹) := fun ω => by ring
  simp only [e, Z, mean, Finset.sum_sub_distrib, ← Finset.sum_mul]
  linear_combination (-(x ^ 3)⁻¹) * P.total - x * (x ^ 3)⁻¹ * hc'
```

`E_shift` factors out the means and holds exactly at every $x$. `E_cubic` proves $\langle c_S\rangle = 0$ by exchanging two sums, then feeds `Z_cubic` into `log_cubic`. It holds for every finite $S$, including the empty set, where all terms are zero.

```lean
/-- `E_x(S)` is `x` times the summed means plus the log-mean-exponential of the fluctuation. -/
theorem E_shift (x : ℝ) (S : Finset ι) :
    E P V x S = x * ∑ l ∈ S, mean P (V l) + log (Z P (fluct P V S) x) := by
  have h : ∀ ω, exp (x * ∑ l ∈ S, V l ω)
      = exp (x * ∑ l ∈ S, mean P (V l)) * exp (x * fluct P V S ω) := fun ω => by
    rw [← exp_add]
    congr 1
    simp only [fluct, centred, Finset.sum_sub_distrib]
    ring
  have hZ : Z P (fun ω => ∑ l ∈ S, V l ω) x
      = exp (x * ∑ l ∈ S, mean P (V l)) * Z P (fluct P V S) x := by
    show ∑ ω, P.p ω * exp (x * ∑ l ∈ S, V l ω) = _ * ∑ ω, P.p ω * exp (x * fluct P V S ω)
    rw [Finset.mul_sum Finset.univ]
    exact Finset.sum_congr rfl fun ω _ => by rw [h ω]; ring
  rw [E, hZ, log_mul (exp_pos _).ne' (Z_pos P _ x).ne', log_exp]

/-- Expansion of a cluster: `E_x(S) = x ∑ ⟨V_l⟩ + x² m₂/2 + x³ m₃/6 + o(x³)`, with `m_n` the
moments of the summed centred observables. -/
theorem E_cubic (S : Finset ι) :
    Tendsto (fun x => (E P V x S - x * ∑ l ∈ S, mean P (V l) - x ^ 2 * cmom P V S 2 / 2) / x ^ 3)
      (𝓝[≠] 0) (𝓝 (cmom P V S 3 / 6)) := by
  have hc : mean P (fluct P V S) = 0 := by
    show ∑ ω, P.p ω * ∑ l ∈ S, centred P (V l) ω = 0
    simp only [Finset.mul_sum]
    rw [Finset.sum_comm]
    exact Finset.sum_eq_zero fun l _ => mean_centred P (V l)
  refine (log_cubic (Z P (fluct P V S)) (cmom P V S 2) (cmom P V S 3 / 6) (Z_pos P _)
    (Z_cubic P _ hc)).congr fun x => ?_
  simp only [E_shift]
  ring
```

## Cancellation in the increments

`two_body` says that for `i ≠ j` the ratio $\Delta_2/x^2$ tends to the covariance. Distinctness concerns the labels: `{i, i}` is the set `{i}`, whereas two different labels may carry the same function. Step `h2` is the identity for $2uv$, averaged. The combination of three cubic remainders converges, multiplying it by $x$ sends it to zero, and adding the covariance back yields $\Delta_2/x^2$.

```lean
/-- For distinct fragments the two-body increment over `x²` tends to the covariance. -/
theorem two_body [DecidableEq ι] {i j : ι} (hij : i ≠ j) :
    Tendsto (fun x => incr2 P V x i j / x ^ 2) (𝓝[≠] 0)
      (𝓝 (mean P fun ω => centred P (V i) ω * centred P (V j) ω)) := by
  have h0 : Tendsto (fun x : ℝ => x) (𝓝[≠] 0) (𝓝 0) := tendsto_id.mono_left nhdsWithin_le_nhds
  have sij : ∀ f : ι → ℝ, ∑ l ∈ ({i, j} : Finset ι), f l = f i + f j :=
    fun f => Finset.sum_pair hij
  have h2 : (mean P fun ω => centred P (V i) ω * centred P (V j) ω)
      = cmom P V {i, j} 2 / 2 - cmom P V {i} 2 / 2 - cmom P V {j} 2 / 2 := by
    simp only [cmom, mean, fluct, sij, Finset.sum_singleton, Finset.sum_div,
      ← Finset.sum_sub_distrib]
    exact Finset.sum_congr rfl fun ω _ => by ring
  have := (h0.mul (((E_cubic P V {i, j}).sub (E_cubic P V {i})).sub (E_cubic P V {j}))).add_const
    (mean P fun ω => centred P (V i) ω * centred P (V j) ω)
  rw [zero_mul, zero_add] at this
  refine this.congr' ?_
  filter_upwards [self_mem_nhdsWithin] with x hx
  have hx' : x ≠ 0 := hx
  rw [h2]
  simp only [incr2, sij, Finset.sum_singleton]
  field_simp
  ring
```

`three_body` says that for pairwise distinct `i j k` the ratio $\Delta_3/x^3$ tends to $\langle\delta V_i\,\delta V_j\,\delta V_k\rangle$. Here `h2` and `h3` are the cases $n = 2$ and $n = 3$ of the polynomial identity, checked state by state by `ring`. Seven instances of `E_cubic` are combined with the signs of $\Delta_3$, and the last line removes the means and, through `h2`, the quadratic terms. Both theorems give the leading coefficient only: they state no rate of convergence, no bound at finite $x$, and nothing about clusters of four or about infinite state spaces.

```lean
/-- For distinct fragments the three-body increment over `x³` tends, as nonzero `x → 0`, to the
mean of the product of the three centred observables. -/
theorem three_body [DecidableEq ι] {i j k : ι} (hij : i ≠ j) (hik : i ≠ k) (hjk : j ≠ k) :
    Tendsto (fun x => incr3 P V x i j k / x ^ 3) (𝓝[≠] 0)
      (𝓝 (mean P fun ω => centred P (V i) ω * centred P (V j) ω * centred P (V k) ω)) := by
  have s2 : ∀ {a b : ι}, a ≠ b → ∀ f : ι → ℝ, ∑ l ∈ ({a, b} : Finset ι), f l = f a + f b :=
    fun h f => Finset.sum_pair h
  have s3 : ∀ f : ι → ℝ, ∑ l ∈ ({i, j, k} : Finset ι), f l = f i + f j + f k := fun f => by
    rw [Finset.sum_insert (by simp [hij, hik]), s2 hjk, add_assoc]
  -- the second moments cancel in the increment
  have h2 : cmom P V {i, j, k} 2 - cmom P V {i, j} 2 - cmom P V {i, k} 2 - cmom P V {j, k} 2
      + cmom P V {i} 2 + cmom P V {j} 2 + cmom P V {k} 2 = 0 := by
    simp only [cmom, mean, fluct, s3, s2 hij, s2 hik, s2 hjk, Finset.sum_singleton,
      ← Finset.sum_sub_distrib, ← Finset.sum_add_distrib]
    exact Finset.sum_eq_zero fun ω _ => by ring
  -- the third moments leave the mixed term
  have h3 : (mean P fun ω => centred P (V i) ω * centred P (V j) ω * centred P (V k) ω)
      = cmom P V {i, j, k} 3 / 6 - cmom P V {i, j} 3 / 6 - cmom P V {i, k} 3 / 6
        - cmom P V {j, k} 3 / 6 + cmom P V {i} 3 / 6 + cmom P V {j} 3 / 6
        + cmom P V {k} 3 / 6 := by
    simp only [cmom, mean, fluct, s3, s2 hij, s2 hik, s2 hjk, Finset.sum_singleton,
      Finset.sum_div, ← Finset.sum_sub_distrib, ← Finset.sum_add_distrib]
    exact Finset.sum_congr rfl fun ω _ => by ring
  rw [h3]
  refine (((((((E_cubic P V {i, j, k}).sub (E_cubic P V {i, j})).sub (E_cubic P V {i, k})).sub
    (E_cubic P V {j, k})).add (E_cubic P V {i})).add (E_cubic P V {j})).add
    (E_cubic P V {k})).congr fun x => ?_
  simp only [incr3, s3, s2 hij, s2 hik, s2 hjk, Finset.sum_singleton]
  linear_combination (-(x ^ 2 / 2) / x ^ 3) * h2
```

## The spin example

The rows of `spins` are $V_0, V_1, V_2$ on the states $0$ to $3$, which are $(s_1,s_2) = (+,+), (+,-), (-,+), (-,-)$.

```lean
/-- Four equally likely states. -/
def uniform4 : FinProb (Fin 4) :=
  ⟨fun _ => 1 / 4, fun _ => by norm_num, by rw [Fin.sum_univ_four]; norm_num⟩

/-- The observables `s₁`, `s₂`, `s₁ s₂` on the four states of two spins `±1`. -/
def spins : Fin 3 → Fin 4 → ℝ := ![![1, 1, -1, -1], ![1, -1, 1, -1], ![1, -1, -1, 1]]
```

All three means vanish (`hm`), so the centred observables equal the observables. Products of two distinct rows average to zero and the product of all three is $1$ in every state. The two general theorems then give limit $0$ for each pair and limit $1$ for the triple `0 1 2`: vanishing covariances do not force the three-body coefficient to vanish.

```lean
/-- For `s₁, s₂, s₁ s₂` with equal weights every two-body increment over `x²` tends to `0`,
while the three-body increment over `x³` tends to `1`. -/
theorem parity_spins_witness :
    (∀ i j, i ≠ j → Tendsto (fun x => incr2 uniform4 spins x i j / x ^ 2) (𝓝[≠] 0) (𝓝 0)) ∧
    Tendsto (fun x => incr3 uniform4 spins x 0 1 2 / x ^ 3) (𝓝[≠] 0) (𝓝 1) := by
  have hm : ∀ i, mean uniform4 (spins i) = 0 := fun i => by
    fin_cases i <;> simp [mean, uniform4, spins, Fin.sum_univ_four]
  refine ⟨fun i j hij => ?_, ?_⟩
  · have h := two_body uniform4 spins hij
    have e : (mean uniform4 fun ω => spins i ω * spins j ω) = 0 := by
      fin_cases i <;> fin_cases j <;>
        first
        | exact absurd rfl hij
        | simp [mean, uniform4, spins, Fin.sum_univ_four]
    simpa only [centred, hm, sub_zero, e] using h
  · have h := three_body uniform4 spins (i := 0) (j := 1) (k := 2)
      (by decide) (by decide) (by decide)
    have e : (mean uniform4 fun ω => spins 0 ω * spins 1 ω * spins 2 ω) = 1 := by
      simp [mean, uniform4, spins, Fin.sum_univ_four]
      norm_num
    simpa only [centred, hm, sub_zero, e] using h

end

end CumulantIncrements
```

```lean
#print axioms CumulantIncrements.two_body
#print axioms CumulantIncrements.three_body
```

```
'CumulantIncrements.two_body' depends on axioms: [propext, Classical.choice, Quot.sound]
'CumulantIncrements.three_body' depends on axioms: [propext, Classical.choice, Quot.sound]
```
